# The second derivative of a Hermitian eigenvalue from its eigenvector and linear response

Suppose the slope of an energy curve is computed as the expectation value, in an exact normalised eigenstate, of the derivative \(H'\) of the Hamiltonian matrix, and the curvature is then computed by differentiating \(H'\) once more with the state held fixed. The slope is right, but the curvature is in general wrong. In the two-level example at the end, this frozen-state recipe gives a force constant of 4 for an energy that does not change at all. What is missing is the response of the state.

Let \(H(s)\) be a Hermitian matrix depending twice differentiably on a real coordinate \(s\), such as a nuclear displacement, with a differentiable unit eigenvector \(\psi(s)\) and eigenvalue \(E(s)\). Primes denote derivatives with respect to \(s\). Then

\[
E'=\langle\psi,H'\psi\rangle,\qquad
E''=\langle\psi,H''\psi\rangle+2\,\mathrm{Re}\langle\psi',H'\psi\rangle .
\]

When \(E\) is the whole potential energy, with the nuclear repulsion included in \(H\) as a multiple of the identity, the force along \(s\) is \(-E'\) and \(E''\) is the force constant. For an exact eigenstate in a finite, fixed orthonormal basis, the first-order response \(\psi'\) therefore suffices for a harmonic force constant along one coordinate; \(\psi''\) is not needed.

## Matrix elements and the eigenbranch

The basis states are labelled by a finite type `n`, so vectors are functions `n → ℂ`.

In Lean 4 with Mathlib:

```lean
import Mathlib

open Matrix

namespace ForceConstantsFromResponse

noncomputable section

variable {n : Type*} [Fintype n]
```

The inner product is conjugate-linear in its first argument:

\[
\langle u,Av\rangle=\sum_i \overline{u_i}\,(Av)_i .
\]

```lean
/-- The matrix element `⟨u, A v⟩`. -/
def braket (u : n → ℂ) (A : Matrix n n ℂ) (v : n → ℂ) : ℂ := star u ⬝ᵥ (A *ᵥ v)
```

The assumptions on the family are

\[
H^\dagger=H,\qquad \langle\psi,\psi\rangle=1,\qquad H\psi=E\psi\qquad\text{for every } s,
\]

together with two derivatives of \(H\) and one of \(\psi\), taken entry by entry.

```lean
/-- A Hermitian family `H` with first and second derivatives `H1`, `H2`, and a differentiable
unit eigenvector `ψ` with derivative `ψ1` and real eigenvalue `E`. -/
structure IsEigenbranch (H H1 H2 : ℝ → Matrix n n ℂ) (ψ ψ1 : ℝ → n → ℂ) (E : ℝ → ℝ) :
    Prop where
  herm : ∀ s, (H s).IsHermitian
  dH : ∀ s i j, HasDerivAt (fun t => H t i j) (H1 s i j) s
  dH1 : ∀ s i j, HasDerivAt (fun t => H1 t i j) (H2 s i j) s
  dψ : ∀ s i, HasDerivAt (fun t => ψ t i) (ψ1 s i) s
  unit : ∀ s, star (ψ s) ⬝ᵥ ψ s = 1
  eigen : ∀ s, H s *ᵥ ψ s = (E s : ℂ) • ψ s
```

In `IsEigenbranch`, the functions `H1`, `H2` and `ψ1` stand for \(H'\), \(H''\) and \(\psi'\). `HasDerivAt f f' s` says that `f` is differentiable at `s` with derivative `f'`. The eigenvalue is real by its type, and its differentiability is not assumed.

The differentiable eigenvector is a hypothesis, which stands for following one state smoothly along the coordinate. No spectral gap is required, but the existence of such a branch is not derived, at level crossings or elsewhere. If an orthonormal basis moves with the nuclei, \(H'\) and \(H''\) must be derivatives of the matrix elements, including the motion of the basis. A non-orthogonal basis leads to a generalised eigenvalue problem, which is not treated here. If the Hamiltonian depends self-consistently on its own solution, its eigenvalue \(E\) is in general not the total energy.

## Differentiating a matrix element

Written out in components,

\[
\langle u,Av\rangle=\sum_{i,j}\overline{u_i}\,A_{ij}v_j .
\]

```lean
/-- A matrix element written as a double sum over basis states. -/
theorem braket_eq_sum (u : n → ℂ) (A : Matrix n n ℂ) (v : n → ℂ) :
    braket u A v = ∑ i, ∑ j, star (u i) * (A i j * v j) := by
  simp only [braket, dotProduct, Matrix.mulVec, Finset.mul_sum, Pi.star_apply]
```

If \(A\) is Hermitian, conjugation gives

\[
\overline{\langle u,Av\rangle}=\sum_{i,j}u_i\,\overline{A_{ij}}\,\overline{v_j}
=\sum_{i,j}\overline{v_j}\,A_{ji}u_i=\langle v,Au\rangle ,
\]

so the two matrix elements have equal real parts.

```lean
/-- For a Hermitian matrix, exchanging bra and ket leaves the real part of the matrix element
unchanged. -/
theorem braket_re_comm {A : Matrix n n ℂ} (hA : A.IsHermitian) (u v : n → ℂ) :
    (braket u A v).re = (braket v A u).re := by
  have h : star (braket u A v) = braket v A u := by
    simp only [braket_eq_sum, star_sum, star_mul', star_star]
    rw [Finset.sum_comm]
    refine Finset.sum_congr rfl fun i _ => Finset.sum_congr rfl fun j _ => ?_
    rw [hA.apply i j]
    ring
  rw [← h]
  exact (Complex.conj_re _).symm
```

The proof follows this line: `Finset.sum_comm` exchanges the sums, and `hA.apply` supplies \(\overline{A_{ji}}=A_{ij}\) under the renamed indices.

When bra, matrix and ket all depend on \(s\), each term of the double sum is a product of three functions. Since \(s\) is real, conjugation commutes with differentiation, and

\[
\frac{d}{ds}\mathrm{Re}\langle u,Av\rangle
=\mathrm{Re}\langle u',Av\rangle+\mathrm{Re}\langle u,A'v\rangle+\mathrm{Re}\langle u,Av'\rangle .
\]

```lean
/-- Product rule for the real part of a matrix element whose bra, operator and ket all vary. -/
theorem hasDerivAt_braket_re {u v : ℝ → n → ℂ} {A : ℝ → Matrix n n ℂ} {u1 v1 : n → ℂ}
    {A1 : Matrix n n ℂ} {s : ℝ} (hu : ∀ i, HasDerivAt (fun t => u t i) (u1 i) s)
    (hA : ∀ i j, HasDerivAt (fun t => A t i j) (A1 i j) s)
    (hv : ∀ i, HasDerivAt (fun t => v t i) (v1 i) s) :
    HasDerivAt (fun t => (braket (u t) (A t) (v t)).re)
      ((braket u1 (A s) (v s)).re + (braket (u s) A1 (v s)).re
        + (braket (u s) (A s) v1).re) s := by
  have h : HasDerivAt (fun t => ∑ i, ∑ j, star (u t i) * (A t i j * v t j))
      (∑ i, ∑ j, (star (u1 i) * (A s i j * v s j)
        + star (u s i) * (A1 i j * v s j + A s i j * v1 j))) s :=
    HasDerivAt.fun_sum fun i _ => HasDerivAt.fun_sum fun j _ =>
      (hu i).star.fun_mul ((hA i j).fun_mul (hv j))
  have h2 : HasDerivAt (fun t => braket (u t) (A t) (v t))
      (braket u1 (A s) (v s) + braket (u s) A1 (v s) + braket (u s) (A s) v1) s := by
    simp only [braket_eq_sum]
    refine h.congr_deriv ?_
    simp only [mul_add, Finset.sum_add_distrib]
    ring
  exact Complex.reCLM.hasFDerivAt.comp_hasDerivAt s h2
```

The first `have` differentiates the sum term by term, the second regroups it into three matrix elements, and the last line takes the real part, which is a continuous linear map.

## Normalisation and the first derivative

Differentiating \(\langle\psi,\psi\rangle=1\) gives

\[
0=\langle\psi',\psi\rangle+\langle\psi,\psi'\rangle=2\,\mathrm{Re}\langle\psi',\psi\rangle .
\]

```lean
variable {H H1 H2 : ℝ → Matrix n n ℂ} {ψ ψ1 : ℝ → n → ℂ} {E : ℝ → ℝ}

/-- Normalisation makes the real part of the overlap `⟨ψ', ψ⟩` vanish. -/
theorem response_overlap (h : IsEigenbranch H H1 H2 ψ ψ1 E) (s : ℝ) :
    (star (ψ1 s) ⬝ᵥ ψ s).re = 0 := by
  classical
  have d := hasDerivAt_braket_re (A := fun _ => (1 : Matrix n n ℂ)) (A1 := 0)
    (h.dψ s) (fun i j => hasDerivAt_const s _) (h.dψ s)
  have c : HasDerivAt (fun t => (braket (ψ t) 1 (ψ t)).re) 0 s := by
    simp only [braket, Matrix.one_mulVec, h.unit]
    exact hasDerivAt_const s _
  have k := d.unique c
  have m := braket_re_comm (Matrix.isHermitian_one (n := n) (α := ℂ)) (ψ s) (ψ1 s)
  simp only [braket, Matrix.one_mulVec, Matrix.zero_mulVec, dotProduct_zero,
    Complex.zero_re] at k m
  linarith
```

Here the product rule is applied with the constant identity matrix as \(A\). Uniqueness of the derivative equates the result with zero, and `braket_re_comm` identifies the two terms. The imaginary part of the overlap remains free, because the phase of \(\psi\) may vary with \(s\).

The eigenvalue equation and normalisation give \(E=\langle\psi,H\psi\rangle\) for all \(s\). The product rule then yields

\[
E'=\mathrm{Re}\langle\psi',H\psi\rangle+\mathrm{Re}\langle\psi,H'\psi\rangle+\mathrm{Re}\langle\psi,H\psi'\rangle .
\]

The first term is \(E\,\mathrm{Re}\langle\psi',\psi\rangle=0\), and the third equals the first because \(H\) is Hermitian. Only the middle term survives.

```lean
/-- Hellmann-Feynman theorem: the energy is differentiable, with derivative `Re ⟨ψ, H' ψ⟩`. -/
theorem hellmann_feynman (h : IsEigenbranch H H1 H2 ψ ψ1 E) (s : ℝ) :
    HasDerivAt E (braket (ψ s) (H1 s) (ψ s)).re s := by
  have e : (fun t => (braket (ψ t) (H t) (ψ t)).re) = E := funext fun t => by
    rw [braket, h.eigen, dotProduct_smul, h.unit, smul_eq_mul, mul_one, Complex.ofReal_re]
  have d := hasDerivAt_braket_re (h.dψ s) (h.dH s) (h.dψ s)
  rw [e] at d
  refine d.congr_deriv ?_
  -- both terms with the response of the state vanish
  have h0 : (braket (ψ1 s) (H s) (ψ s)).re = 0 := by
    rw [braket, h.eigen, dotProduct_smul, smul_eq_mul, Complex.re_ofReal_mul,
      response_overlap h, mul_zero]
  have h1 := braket_re_comm (h.herm s) (ψ s) (ψ1 s)
  linarith
```

In the code, `e` is the identity \(E=\mathrm{Re}\langle\psi,H\psi\rangle\) as an equality of functions, so the differentiability of the right-hand side passes to \(E\). The facts `h0` and `h1` remove the two response terms. The theorem states the derivative as a real part; since \(H'\) is Hermitian, as shown next, this is the full matrix element.

## The force constant

Differentiating \(\overline{H_{ji}}=H_{ij}\) gives \(\overline{H'_{ji}}=H'_{ij}\), so \(H'\) is Hermitian. Applying the product rule to \(E'=\mathrm{Re}\langle\psi,H'\psi\rangle\) gives

\[
E''=\mathrm{Re}\langle\psi',H'\psi\rangle+\mathrm{Re}\langle\psi,H''\psi\rangle+\mathrm{Re}\langle\psi,H'\psi'\rangle .
\]

The outer terms are equal by Hermiticity of \(H'\), and their sum is \(2\,\mathrm{Re}\langle\psi',H'\psi\rangle\). Unlike the corresponding terms in \(E'\), they need not vanish, because \(\psi\) is in general not an eigenvector of \(H'\).

```lean
/-- The energy is twice differentiable, and its second derivative is `Re ⟨ψ, H'' ψ⟩ + 2 Re ⟨ψ', H'
ψ⟩`. -/
theorem force_constant (h : IsEigenbranch H H1 H2 ψ ψ1 E) (s : ℝ) :
    HasDerivAt E (braket (ψ s) (H1 s) (ψ s)).re s ∧
    HasDerivAt (deriv E)
      ((braket (ψ s) (H2 s) (ψ s)).re + 2 * (braket (ψ1 s) (H1 s) (ψ s)).re) s := by
  refine ⟨hellmann_feynman h s, ?_⟩
  -- the derivative of a Hermitian family is Hermitian
  have hH1 : (H1 s).IsHermitian := Matrix.IsHermitian.ext fun i j => by
    have e : (fun t => star (H t j i)) = fun t => H t i j :=
      funext fun t => (h.herm t).apply i j
    have d : HasDerivAt (fun t => star (H t j i)) (star (H1 s j i)) s := (h.dH s j i).star
    rw [e] at d
    exact d.unique (h.dH s i j)
  have e : deriv E = fun t => (braket (ψ t) (H1 t) (ψ t)).re :=
    funext fun t => (hellmann_feynman h t).deriv
  rw [e]
  refine (hasDerivAt_braket_re (h.dψ s) (h.dH1 s) (h.dψ s)).congr_deriv ?_
  have m := braket_re_comm hH1 (ψ s) (ψ1 s)
  linarith
```

The theorem's two parts are the first derivative of `E` and the derivative of the function `deriv E`. Holding at every \(s\), the two parts together state that the energy is twice differentiable. Differentiating the Hermiticity of \(H'\) once more shows that \(H''\) is Hermitian, so the real part of \(\langle\psi,H''\psi\rangle\) in the theorem is the full matrix element. The step `e` replaces `deriv E` by the first-derivative formula at every point, which is what allows it to be differentiated again.

## The sign of the response

Fix a coordinate value \(s\) and hold the bra \(\chi=\psi'(s)\) constant. Differentiating \(\langle\chi,H(t)\psi(t)\rangle=E(t)\langle\chi,\psi(t)\rangle\) at \(t=s\) gives

\[
\langle\psi',H'\psi\rangle+\langle\psi',H\psi'\rangle
=E'\langle\psi',\psi\rangle+E\langle\psi',\psi'\rangle .
\]

In the real part, the term with \(E'\) drops out by normalisation, leaving

\[
\mathrm{Re}\langle\psi',H'\psi\rangle
=-\bigl(\langle\psi',H\psi'\rangle-E\langle\psi',\psi'\rangle\bigr).
\]

```lean
/-- The response term `Re ⟨ψ', H' ψ⟩` equals minus the real part of `⟨ψ', H ψ'⟩ - E ⟨ψ', ψ'⟩`. -/
theorem response_term (h : IsEigenbranch H H1 H2 ψ ψ1 E) (s : ℝ) :
    (braket (ψ1 s) (H1 s) (ψ s)).re =
      -((braket (ψ1 s) (H s) (ψ1 s)).re - E s * (star (ψ1 s) ⬝ᵥ ψ1 s).re) := by
  classical
  -- differentiate the real part of `⟨χ, H ψ⟩ = E ⟨χ, ψ⟩` with the bra `χ = ψ'(s)` held fixed
  have L := hasDerivAt_braket_re (u := fun _ => ψ1 s) (u1 := 0)
    (fun i => hasDerivAt_const s _) (h.dH s) (h.dψ s)
  have R := (hellmann_feynman h s).fun_mul
    (hasDerivAt_braket_re (u := fun _ => ψ1 s) (u1 := 0)
      (A := fun _ => (1 : Matrix n n ℂ)) (A1 := 0)
      (fun i => hasDerivAt_const s _) (fun i j => hasDerivAt_const s _) (h.dψ s))
  have e : ∀ t, (braket (ψ1 s) (H t) (ψ t)).re = E t * (braket (ψ1 s) 1 (ψ t)).re := by
    intro t
    simp only [braket, h.eigen, dotProduct_smul, smul_eq_mul, Complex.re_ofReal_mul,
      Matrix.one_mulVec]
  have k := L.unique (R.congr_of_eventuallyEq (Filter.Eventually.of_forall e))
  simp only [braket, star_zero, zero_dotProduct, Matrix.one_mulVec, Matrix.zero_mulVec,
    dotProduct_zero, Complex.zero_re, zero_add, response_overlap h s, mul_zero] at k
  simp only [braket]
  linarith
```

`L` and `R` are the derivatives of the real parts of the two sides, and uniqueness of the derivative equates them. Holding the bra fixed avoids any need for \(\psi''\).

If \(E(s)\) is the lowest eigenvalue at \(s\), then \(\langle x,Hx\rangle\ge E\langle x,x\rangle\) for every vector \(x\). Taking \(x=\psi'\) makes the bracket above non-negative, and hence

\[
E''\le\langle\psi,H''\psi\rangle .
\]

For a ground state, relaxation of the wave function can only lower the force constant or leave it unchanged.

```lean
/-- If `E s` is a lower bound of the energy at `s`, the force constant is at most its frozen-state
value `Re ⟨ψ, H'' ψ⟩`. -/
theorem ground_state_softening (h : IsEigenbranch H H1 H2 ψ ψ1 E) (s : ℝ)
    (hmin : ∀ x : n → ℂ, E s * (star x ⬝ᵥ x).re ≤ (braket x (H s) x).re) :
    deriv (deriv E) s ≤ (braket (ψ s) (H2 s) (ψ s)).re := by
  rw [(force_constant h s).2.deriv, response_term h s]
  linarith [hmin (ψ1 s)]
```

The hypothesis `hmin` is the variational bound, required only at the point `s` considered.

## A flat energy with a large frozen-state term

For real \(a,b\), take the two-level Hamiltonian

\[
\begin{pmatrix}a&b\\ b&-a\end{pmatrix}.
\]

```lean
/-- The real two-level Hamiltonian with diagonal `a, -a` and coupling `b`. -/
def twoLevel (a b : ℝ) : Matrix (Fin 2) (Fin 2) ℂ := !![(a : ℂ), (b : ℂ); (b : ℂ), -(a : ℂ)]
```

Its states will have real amplitudes \((x,y)\).

```lean
/-- The two-component vector with real amplitudes `x` and `y`. -/
def amplitudes (x y : ℝ) : Fin 2 → ℂ := ![(x : ℂ), (y : ℂ)]
```

Now set \(a=-\cos 2s\), \(b=-\sin 2s\) and \(\psi=(\cos s,\sin s)\). The double-angle formulas give \(H\psi=-\psi\), so \(E=-1\) for all \(s\). Two differentiations give \(H''=-4H\), and therefore

\[
\langle\psi,H''\psi\rangle=-4E=4 .
\]

With \(\psi'=(-\sin s,\cos s)\), direct multiplication gives \(H'\psi=-2\psi'\), so

\[
2\,\mathrm{Re}\langle\psi',H'\psi\rangle=-4\langle\psi',\psi'\rangle=-4 .
\]

The terms cancel, as they must for a constant energy.

```lean
/-- The two-level Hamiltonian with `a = -cos 2s`, `b = -sin 2s` has the eigenbranch `(cos s, sin s)`
with constant energy `-1`; the frozen-state term is `4` and the response term is `-4`. -/
theorem force_constant_witness :
    IsEigenbranch (fun s => twoLevel (-Real.cos (2 * s)) (-Real.sin (2 * s)))
      (fun s => twoLevel (2 * Real.sin (2 * s)) (-2 * Real.cos (2 * s)))
      (fun s => twoLevel (4 * Real.cos (2 * s)) (4 * Real.sin (2 * s)))
      (fun s => amplitudes (Real.cos s) (Real.sin s))
      (fun s => amplitudes (-Real.sin s) (Real.cos s)) (fun _ => -1) ∧
    ∀ s : ℝ, (braket (amplitudes (Real.cos s) (Real.sin s))
        (twoLevel (4 * Real.cos (2 * s)) (4 * Real.sin (2 * s)))
        (amplitudes (Real.cos s) (Real.sin s))).re = 4 ∧
      2 * (braket (amplitudes (-Real.sin s) (Real.cos s))
        (twoLevel (2 * Real.sin (2 * s)) (-2 * Real.cos (2 * s)))
        (amplitudes (Real.cos s) (Real.sin s))).re = -4 := by
  have dM : ∀ (a b : ℝ → ℝ) (a1 b1 s : ℝ), HasDerivAt a a1 s → HasDerivAt b b1 s →
      ∀ i j, HasDerivAt (fun t => twoLevel (a t) (b t) i j) (twoLevel a1 b1 i j) s := by
    intro a b a1 b1 s ha hb i j
    fin_cases i <;> fin_cases j
    exacts [ha.ofReal_comp, hb.ofReal_comp, hb.ofReal_comp, ha.ofReal_comp.fun_neg]
  have dC : ∀ s : ℝ, HasDerivAt (fun t => Real.cos (2 * t)) (-2 * Real.sin (2 * s)) s :=
    fun s => ((hasDerivAt_id s).const_mul 2).cos.congr_deriv (by simp only [id]; ring)
  have dS : ∀ s : ℝ, HasDerivAt (fun t => Real.sin (2 * t)) (2 * Real.cos (2 * s)) s :=
    fun s => ((hasDerivAt_id s).const_mul 2).sin.congr_deriv (by simp only [id]; ring)
  have hM : ∀ a b x y : ℝ, twoLevel a b *ᵥ amplitudes x y =
      amplitudes (a * x + b * y) (b * x + -(a * y)) := by
    intro a b x y
    ext i
    fin_cases i <;> simp [twoLevel, amplitudes, Matrix.mulVec, dotProduct, Fin.sum_univ_two]
  have hD : ∀ c d x y : ℝ, star (amplitudes c d) ⬝ᵥ amplitudes x y =
      ((c * x + d * y : ℝ) : ℂ) := by
    intro c d x y
    simp [amplitudes, dotProduct, Fin.sum_univ_two]
  -- the two components of the eigenvalue equation
  have r1 : ∀ s : ℝ, -Real.cos (2 * s) * Real.cos s + -Real.sin (2 * s) * Real.sin s
      = -Real.cos s := fun s => by
    rw [Real.cos_two_mul, Real.sin_two_mul]
    linear_combination (-2 * Real.cos s) * Real.sin_sq_add_cos_sq s
  have r2 : ∀ s : ℝ, -Real.sin (2 * s) * Real.cos s + -(-Real.cos (2 * s) * Real.sin s)
      = -Real.sin s := fun s => by
    rw [Real.cos_two_mul, Real.sin_two_mul]
    ring
  refine ⟨⟨fun s => ?_, fun s => ?_, fun s => ?_, fun s i => ?_, fun s => ?_, fun s => ?_⟩,
    fun s => ⟨?_, ?_⟩⟩
  · refine Matrix.IsHermitian.ext fun i j => ?_
    fin_cases i <;> fin_cases j <;> simp [twoLevel, -Complex.ofReal_cos, -Complex.ofReal_sin]
  · exact dM _ _ _ _ s ((dC s).fun_neg.congr_deriv (by ring))
      ((dS s).fun_neg.congr_deriv (by ring))
  · exact dM _ _ _ _ s (((dS s).const_mul 2).congr_deriv (by ring))
      (((dC s).const_mul (-2)).congr_deriv (by ring))
  · fin_cases i
    exacts [(Real.hasDerivAt_cos s).ofReal_comp, (Real.hasDerivAt_sin s).ofReal_comp]
  · have q : Real.cos s * Real.cos s + Real.sin s * Real.sin s = 1 := by
      linear_combination Real.sin_sq_add_cos_sq s
    rw [hD, q, Complex.ofReal_one]
  · rw [hM, r1, r2]
    ext i
    fin_cases i <;> simp [amplitudes]
  · rw [braket, hM, hD, Complex.ofReal_re]
    linear_combination (-4 * Real.cos s) * r1 s - 4 * Real.sin s * r2 s
      + 4 * Real.sin_sq_add_cos_sq s
  · rw [braket, hM, hD, Complex.ofReal_re]
    linear_combination (4 * Real.cos s) * r1 s + 4 * Real.sin s * r2 s
      - 4 * Real.sin_sq_add_cos_sq s

end

end ForceConstantsFromResponse
```

The helpers `dM`, `dC` and `dS` supply the derivatives of the matrix entries, while `hM` and `hD` evaluate matrix-vector and inner products. The facts `r1` and `r2` are the two components of \(H\psi=-\psi\). The final two goals, the values 4 and −4, follow from these components and \(\sin^2 s+\cos^2 s=1\) through `linear_combination`.

```lean
#print axioms ForceConstantsFromResponse.response_term
#print axioms ForceConstantsFromResponse.ground_state_softening
```

```
'ForceConstantsFromResponse.response_term' depends on axioms: [propext, Classical.choice, Quot.sound]
'ForceConstantsFromResponse.ground_state_softening' depends on axioms: [propext, Classical.choice, Quot.sound]
```
